# For a massless photon, the Feynman-gauge integrand of the one-loop electron field-strength correction is not integrable

In Feynman gauge with a Pauli–Villars cutoff Λ much larger than the other masses, the one-loop correction to the electron's on-shell field-strength renormalisation Z₂ is α/2π times an integral over a Feynman parameter x from 0 to 1. The electron has mass m, and the photon is given a mass μ as an infrared regulator. The declaration concerns the integrand without the prefactor, and states that for μ = 0, with m and Λ positive, it is not Lebesgue integrable between 0 and 1. The trouble is at x = 1, where the denominator D = (1 − x)²m² vanishes and the rational term grows like 2/(1 − x). The proof supposes the integrand integrable, adds integrable logarithmic and polynomial terms to cancel all but this pole, and rescales to get 1/(x − 1), which is known not to be integrable on an interval ending at 1.

The failing Lean file:

```lean
import Mathlib

open MeasureTheory

namespace MasslessNotIntegrable

noncomputable section

/-- The Feynman-parameter denominator `D = (1-x)² m² + x μ²` for electron mass `m` and
photon mass `μ`. -/
def denom (m μ x : ℝ) : ℝ := (1 - x) ^ 2 * m ^ 2 + x * μ ^ 2

/-- The integrand of the one-loop electron field-strength correction, with cutoff `Λ`;
its domain is `0 < x`, `Λ ≠ 0`, `D ≠ 0`. -/
def fieldIntegrand (m μ Λ x : ℝ) : ℝ :=
  -x * Real.log (x * Λ ^ 2 / denom m μ x) + 2 * (2 - x) * x * (1 - x) * m ^ 2 / denom m μ x

variable {m μ Λ x : ℝ}

/-- For a massless photon, with positive electron mass and cutoff, the field-strength integrand
is not integrable over `(0,1)`. -/
theorem massless_not_integrable (hm : 0 < m) (hΛ : 0 < Λ) :
    ¬ IntervalIntegrable (fieldIntegrand m 0 Λ) volume 0 1 := by
  intro h
  have hlog : IntervalIntegrable Real.log volume 0 1 := intervalIntegral.intervalIntegrable_log'
  have hlog1 : IntervalIntegrable (fun x => Real.log (1 - x)) volume 0 1 := by
    simpa only [sub_self, sub_zero] using (hlog.comp_sub_left 1).symm
  have hlin : IntervalIntegrable (fun x : ℝ => Real.log (Λ ^ 2) - Real.log (m ^ 2))
      volume 0 1 := continuous_const.intervalIntegrable _ _
  have hpoly : IntervalIntegrable (fun x : ℝ => 2 * (1 - x)) volume 0 1 :=
    Continuous.intervalIntegrable (by fun_prop) _ _
  -- removing the integrable logarithms leaves the pole at `x = 1`
  have hc := ((h.add (((hlog.add hlin).sub (hlog1.const_mul 2)).continuousOn_mul
    (g := fun x => x) (by fun_prop))).add hpoly).const_mul (-1 / 2)
  have hbad : IntervalIntegrable (fun x : ℝ => (x - 1)⁻¹) volume 0 1 := by
    rw [intervalIntegrable_iff_integrableOn_Ioo_of_le zero_le_one] at hc ⊢
    refine hc.congr_fun (fun x hx => ?_) measurableSet_Ioo
    have hx0 : 0 < x := hx.1
    have hx1 : 0 < 1 - x := sub_pos.2 hx.2
    have hden : denom m 0 x = (1 - x) ^ 2 * m ^ 2 := by
      unfold denom
      ring
    have hl : Real.log (x * Λ ^ 2 / ((1 - x) ^ 2 * m ^ 2))
        = Real.log x + (Real.log (Λ ^ 2) - Real.log (m ^ 2)) - 2 * Real.log (1 - x) := by
      rw [Real.log_div (by positivity) (by positivity), Real.log_mul hx0.ne' (by positivity),
        Real.log_mul (by positivity) (by positivity), Real.log_pow 2 (1 - x)]
      push_cast
      ring
    have hfrac : 2 * (2 - x) * x * (1 - x) * m ^ 2 / ((1 - x) ^ 2 * m ^ 2)
        = 2 * (1 - x)⁻¹ - 2 * (1 - x) := by
      have hne : 1 - x ≠ 0 := hx1.ne'
      field_simp
      ring
    change -1 / 2 * (fieldIntegrand m 0 Λ x + x * (Real.log x
      + (Real.log (Λ ^ 2) - Real.log (m ^ 2)) - 2 * Real.log (1 - x)) + 2 * (1 - x))
      = (x - 1)⁻¹
    rw [fieldIntegrand, hden, hl, ← neg_sub 1 x, inv_neg]
    linear_combination (-1 / 2) * hfrac
  rcases intervalIntegrable_sub_inv_iff.1 hbad with h | h
  · exact zero_ne_one h
  · exact h Set.right_mem_uIcc

end

end MasslessNotIntegrable
```

The compiler's answer:

```
Main.lean:46:70: error: Type mismatch
  1 - x
has type
  ℝ
but is expected to have type
  ℕ
```

Diagnosis. The error is in the proof of `hl`, which expands the logarithm of xΛ²/((1 − x)²m²). Its last rewrite is meant to turn the logarithm of (1 − x)² into twice the logarithm of 1 − x, and it calls `Real.log_pow 2 (1 - x)`, with the exponent first and the base second. The lemma takes them the other way round, the real base and then the natural-number exponent. Lean accepts `2` in the first place, since the numeral can be read as a real number, and so the complaint falls on the second argument, where `1 - x` is real and a natural number is expected.

The repair swaps the arguments to `Real.log_pow (1 - x) 2`. Each then has the type the lemma asks for, and the rewrite applies to the square in the goal. Nothing else in the proof needed to change.

After these edits no error is left:

```diff
@@ -44,5 +44,5 @@
         = Real.log x + (Real.log (Λ ^ 2) - Real.log (m ^ 2)) - 2 * Real.log (1 - x) := by
       rw [Real.log_div (by positivity) (by positivity), Real.log_mul hx0.ne' (by positivity),
-        Real.log_mul (by positivity) (by positivity), Real.log_pow 2 (1 - x)]
+        Real.log_mul (by positivity) (by positivity), Real.log_pow (1 - x) 2]
       push_cast
       ring
```
